# Spin-orbit mean field of a spin-averaged density: direct weight 1, exchange weights 3/2

A spin orbital is a pair $(p,\sigma)$ of an orbital and a spin index, and in the integral $g^k(pq,rt)$ the indices $p,q$ belong to electron 1, the indices $r,t$ to electron 2, and $k$ labels a Cartesian component. The Lean file below builds the two-electron spin-orbit operator from these integrals and $2\times2$ spin matrices $s^k$, and contracts it with a density that has no spin polarisation. The weights in the title belong to the Breit–Pauli spin combination $s_1+2s_2$, with real orbitals and a real, symmetric orbital density.

```lean
import Mathlib

open Matrix

namespace AtomicMeanFieldSpinOrbit

noncomputable section

variable {ι κ : Type*} [Fintype ι] [Fintype κ]

local notation "δ" => (1 : Matrix (Fin 2) (Fin 2) ℂ)

/-- Spin-orbital matrix element of `g(1,2) (s1 + 2 s2)` for one Cartesian component;
electron 1 carries the indices `a b`, electron 2 the indices `c d`. -/
def orderedTerm (g : ι → ι → ι → ι → ℂ) (s : Matrix (Fin 2) (Fin 2) ℂ)
    (a b c d : ι × Fin 2) : ℂ :=
  g a.1 b.1 c.1 d.1 * (s a.2 b.2 * δ c.2 d.2 + 2 * (δ a.2 b.2 * s c.2 d.2))

/-- One Cartesian component of the pair operator: the ordered term plus the same term with
the two electrons swapped. -/
def pairTerm (g : ι → ι → ι → ι → ℂ) (s : Matrix (Fin 2) (Fin 2) ℂ)
    (a b c d : ι × Fin 2) : ℂ :=
  orderedTerm g s a b c d + orderedTerm g s c d a b

/-- The two-electron spin-orbit operator, summed over its components. -/
def spinOrbitPair (g : κ → ι → ι → ι → ι → ℂ) (s : κ → Matrix (Fin 2) (Fin 2) ℂ)
    (a b c d : ι × Fin 2) : ℂ :=
  ∑ k, pairTerm (g k) (s k) a b c d

/-- The mean field of the pair operator in a spin-orbital density `D`: direct minus exchange. -/
def meanField (g : κ → ι → ι → ι → ι → ℂ) (s : κ → Matrix (Fin 2) (Fin 2) ℂ)
    (D : Matrix (ι × Fin 2) (ι × Fin 2) ℂ) : Matrix (ι × Fin 2) (ι × Fin 2) ℂ :=
  fun a b => ∑ c, ∑ d, D c d * (spinOrbitPair g s a b c d - spinOrbitPair g s a d c b)

/-- The spin-averaged density: half the orbital density `P` times the spin identity. -/
def spinAveraged (P : Matrix ι ι ℂ) : Matrix (ι × Fin 2) (ι × Fin 2) ℂ :=
  fun c d => P c.1 d.1 / 2 * δ c.2 d.2

/-- The effective one-electron spin-orbit integral for one Cartesian component. -/
def effectiveIntegral (g : ι → ι → ι → ι → ℂ) (P : Matrix ι ι ℂ) (p q : ι) : ℂ :=
  ∑ r, ∑ t, P r t * (g p q r t - 3 / 2 * g p t r q - 3 / 2 * g r q p t)

/-- A double sum over spin orbitals is a double sum over orbitals of the four spin terms. -/
lemma sum_spinOrbitals (F : ι × Fin 2 → ι × Fin 2 → ℂ) :
    ∑ c, ∑ d, F c d = ∑ r, ∑ t,
      (F (r, 0) (t, 0) + F (r, 0) (t, 1) + F (r, 1) (t, 0) + F (r, 1) (t, 1)) := by
  simp only [Fintype.sum_prod_type, Fin.sum_univ_two, Finset.sum_add_distrib]
  ring

/-- A symmetric density contracted with an antisymmetric integral gives zero. -/
theorem symm_contract_antisymm {P : Matrix ι ι ℂ} (hP : P.IsSymm) (A : ι → ι → ℂ)
    (hA : ∀ r t, A r t = -A t r) : ∑ r, ∑ t, P r t * A r t = 0 := by
  have h : ∑ r, ∑ t, P r t * A r t = -∑ r, ∑ t, P r t * A r t := by
    refine Finset.sum_comm.trans ?_
    simp only [← Finset.sum_neg_distrib]
    refine Finset.sum_congr rfl fun r _ => Finset.sum_congr rfl fun t _ => ?_
    rw [hP.apply r t, hA t r]
    ring
  linear_combination h / 2

/-- Direct term, for integrals antisymmetric in the first orbital pair, a symmetric orbital density
and a traceless spin matrix: only the spin of the electron that is not averaged survives, with
weight one. -/
theorem direct_term {g : ι → ι → ι → ι → ℂ} (hg : ∀ p q r t, g p q r t = -g q p r t)
    {P : Matrix ι ι ℂ} (hP : P.IsSymm) {s : Matrix (Fin 2) (Fin 2) ℂ} (hs : s.trace = 0)
    (p q : ι) (σ τ : Fin 2) :
    ∑ c, ∑ d, spinAveraged P c d * pairTerm g s (p, σ) (q, τ) c d
      = s σ τ * ∑ r, ∑ t, P r t * g p q r t := by
  have h00 : δ 0 0 = 1 := by simp
  have h01 : δ 0 1 = 0 := by simp
  have h10 : δ 1 0 = 0 := by simp
  have h11 : δ 1 1 = 1 := by simp
  rw [Matrix.trace_fin_two] at hs
  have hz := symm_contract_antisymm hP (fun r t => g r t p q) (fun r t => hg r t p q)
  -- the spin trace removes every term with the spin of the averaged electron
  have key : ∑ c, ∑ d, spinAveraged P c d * pairTerm g s (p, σ) (q, τ) c d
      = ∑ r, ∑ t, (s σ τ * (P r t * g p q r t) + 2 * s σ τ * (P r t * g r t p q)) := by
    rw [sum_spinOrbitals]
    refine Finset.sum_congr rfl fun r _ => Finset.sum_congr rfl fun t _ => ?_
    simp only [spinAveraged, pairTerm, orderedTerm, h00, h01, h10, h11]
    linear_combination (P r t / 2 * δ σ τ * (2 * g p q r t + g r t p q)) * hs
  rw [key]
  simp only [Finset.sum_add_distrib, ← Finset.mul_sum]
  linear_combination (2 * s σ τ) * hz

/-- Exchange term: both orderings of the electrons contribute with weight 3/2. -/
theorem exchange_term (g : ι → ι → ι → ι → ℂ) (P : Matrix ι ι ℂ)
    (s : Matrix (Fin 2) (Fin 2) ℂ) (p q : ι) (σ τ : Fin 2) :
    ∑ c, ∑ d, spinAveraged P c d * pairTerm g s (p, σ) d c (q, τ)
      = s σ τ * ∑ r, ∑ t, P r t * (3 / 2 * g p t r q + 3 / 2 * g r q p t) := by
  have h00 : δ 0 0 = 1 := by simp
  have h01 : δ 0 1 = 0 := by simp
  have h10 : δ 1 0 = 0 := by simp
  have h11 : δ 1 1 = 1 := by simp
  -- the spin sums are the matrix products s * 1 and 1 * s
  have e1 : s σ 0 * δ 0 τ + s σ 1 * δ 1 τ = s σ τ := by
    simpa only [Matrix.mul_apply, Fin.sum_univ_two] using
      congrArg (fun M : Matrix (Fin 2) (Fin 2) ℂ => M σ τ) (mul_one s)
  have e2 : δ σ 0 * s 0 τ + δ σ 1 * s 1 τ = s σ τ := by
    simpa only [Matrix.mul_apply, Fin.sum_univ_two] using
      congrArg (fun M : Matrix (Fin 2) (Fin 2) ℂ => M σ τ) (one_mul s)
  rw [sum_spinOrbitals]
  simp only [Finset.mul_sum]
  refine Finset.sum_congr rfl fun r _ => Finset.sum_congr rfl fun t _ => ?_
  simp only [spinAveraged, pairTerm, orderedTerm, h00, h01, h10, h11]
  linear_combination (P r t / 2 * (g p t r q + 2 * g r q p t)) * e1
    + (P r t / 2 * (2 * g p t r q + g r q p t)) * e2

/-- Mean-field spin-orbit formula: for integrals antisymmetric in the first orbital pair, a
symmetric orbital density and traceless spin matrices, the mean field in the spin-averaged density
is a sum of spin matrices times effective one-electron integrals. -/
theorem meanField_spinAveraged {g : κ → ι → ι → ι → ι → ℂ}
    (hg : ∀ k p q r t, g k p q r t = -g k q p r t) {P : Matrix ι ι ℂ} (hP : P.IsSymm)
    {s : κ → Matrix (Fin 2) (Fin 2) ℂ} (hs : ∀ k, (s k).trace = 0) (p q : ι) (σ τ : Fin 2) :
    meanField g s (spinAveraged P) (p, σ) (q, τ)
      = ∑ k, s k σ τ * effectiveIntegral (g k) P p q := by
  -- treat each Cartesian component separately
  have split : meanField g s (spinAveraged P) (p, σ) (q, τ)
      = ∑ k, (∑ c, ∑ d, spinAveraged P c d * pairTerm (g k) (s k) (p, σ) (q, τ) c d
        - ∑ c, ∑ d, spinAveraged P c d * pairTerm (g k) (s k) (p, σ) d c (q, τ)) := by
    simp only [meanField, spinOrbitPair, ← Finset.sum_sub_distrib, Finset.mul_sum, ← mul_sub]
    exact (Finset.sum_congr rfl fun c _ => Finset.sum_comm).trans Finset.sum_comm
  rw [split]
  refine Finset.sum_congr rfl fun k _ => ?_
  rw [direct_term (hg k) hP (hs k), exchange_term, ← mul_sub]
  congr 1
  simp only [effectiveIntegral, ← Finset.sum_sub_distrib]
  refine Finset.sum_congr rfl fun r _ => Finset.sum_congr rfl fun t _ => ?_
  ring

/-- For integrals antisymmetric in the first orbital pair, traceless spin matrices and a
spin-averaged density diagonal in the orbitals, with occupation numbers `n`, each component of the
mean field is a spin matrix times a single sum over orbitals weighted by their occupations. -/
theorem meanField_occupations [DecidableEq ι] {g : κ → ι → ι → ι → ι → ℂ}
    (hg : ∀ k p q r t, g k p q r t = -g k q p r t) (n : ι → ℂ)
    {s : κ → Matrix (Fin 2) (Fin 2) ℂ} (hs : ∀ k, (s k).trace = 0) (p q : ι) (σ τ : Fin 2) :
    meanField g s (spinAveraged (Matrix.diagonal n)) (p, σ) (q, τ)
      = ∑ k, s k σ τ * ∑ c, n c *
          (g k p q c c - 3 / 2 * g k p c c q - 3 / 2 * g k c q p c) := by
  rw [meanField_spinAveraged hg (Matrix.isSymm_diagonal n) hs]
  simp only [effectiveIntegral, Matrix.diagonal_apply, ite_mul, zero_mul, Finset.sum_ite_eq,
    Finset.mem_univ, if_true]

/-- If the integrals are antisymmetric in the first orbital pair and symmetric in the second, and
the orbital density is symmetric, the effective one-electron integrals are antisymmetric. -/
theorem effectiveIntegral_antisymm {g : ι → ι → ι → ι → ℂ}
    (hg : ∀ p q r t, g p q r t = -g q p r t) (hg' : ∀ p q r t, g p q r t = g p q t r)
    {P : Matrix ι ι ℂ} (hP : P.IsSymm) (p q : ι) :
    effectiveIntegral g P q p = -effectiveIntegral g P p q := by
  unfold effectiveIntegral
  refine Finset.sum_comm.trans ?_
  simp only [← Finset.sum_neg_distrib]
  refine Finset.sum_congr rfl fun r _ => Finset.sum_congr rfl fun t _ => ?_
  -- the two exchange terms change places
  linear_combination (g q p t r - 3 / 2 * g q r t p - 3 / 2 * g t p q r) * hP.apply r t
    + P r t * (hg q p t r - hg' p q t r)
    - 3 / 2 * P r t * (hg q r t p - hg' r q t p)
    - 3 / 2 * P r t * (hg t p q r - hg' p t q r)

/-- With imaginary integrals that are antisymmetric in the first orbital pair and symmetric in the
second, a real symmetric orbital density and Hermitian traceless spin matrices, the mean-field
matrix in the spin-averaged density is Hermitian. -/
theorem meanField_isHermitian {g : κ → ι → ι → ι → ι → ℂ}
    (hg : ∀ k p q r t, g k p q r t = -g k q p r t)
    (hg' : ∀ k p q r t, g k p q r t = g k p q t r)
    (hgi : ∀ k p q r t, star (g k p q r t) = -g k p q r t)
    {P : Matrix ι ι ℂ} (hP : P.IsSymm) (hPr : ∀ r t, star (P r t) = P r t)
    {s : κ → Matrix (Fin 2) (Fin 2) ℂ} (hs : ∀ k, (s k).trace = 0)
    (hsH : ∀ k, (s k).IsHermitian) :
    (meanField g s (spinAveraged P)).IsHermitian := by
  have h32 : star (3 / 2 : ℂ) = 3 / 2 := by simp
  -- the effective integrals are imaginary
  have him : ∀ k p q, star (effectiveIntegral (g k) P p q) = -effectiveIntegral (g k) P p q := by
    intro k p q
    simp only [effectiveIntegral, star_sum, star_mul', star_sub, hPr, hgi, h32,
      ← Finset.sum_neg_distrib]
    refine Finset.sum_congr rfl fun r _ => Finset.sum_congr rfl fun t _ => ?_
    ring
  refine Matrix.IsHermitian.ext ?_
  rintro ⟨p, σ⟩ ⟨q, τ⟩
  rw [meanField_spinAveraged hg hP hs, meanField_spinAveraged hg hP hs, star_sum]
  refine Finset.sum_congr rfl fun k _ => ?_
  rw [star_mul', him, (hsH k).apply, effectiveIntegral_antisymm (hg k) (hg' k) hP p q, neg_neg]

/-- The three spin-1/2 matrices. -/
def spinHalf : Fin 3 → Matrix (Fin 2) (Fin 2) ℂ :=
  ![!![0, 1 / 2; 1 / 2, 0], !![0, -Complex.I / 2; Complex.I / 2, 0], !![1 / 2, 0; 0, -1 / 2]]

/-- Model integrals for two orbitals: only the z component is present, imaginary and
antisymmetric in the first pair, and diagonal in the second. -/
def modelIntegral (k : Fin 3) (p q r t : Fin 2) : ℂ :=
  if k = 2 then Complex.I * !![0, 1; -1, 0] p q * δ r t else 0

/-- The model integrals and the spin-1/2 matrices have all the assumed symmetries, and with the
unit orbital density they give a non-zero mean-field element. -/
theorem meanField_witness :
    (∀ k p q r t, modelIntegral k p q r t = -modelIntegral k q p r t) ∧
    (∀ k p q r t, modelIntegral k p q r t = modelIntegral k p q t r) ∧
    (∀ k p q r t, star (modelIntegral k p q r t) = -modelIntegral k p q r t) ∧
    (∀ k, (spinHalf k).trace = 0) ∧ (∀ k, (spinHalf k).IsHermitian) ∧
    meanField modelIntegral spinHalf (spinAveraged (1 : Matrix (Fin 2) (Fin 2) ℂ)) (0, 0) (1, 0)
      = -Complex.I / 2 := by
  have hg : ∀ k p q r t, modelIntegral k p q r t = -modelIntegral k q p r t := by
    intro k p q r t
    by_cases hk : k = 2 <;> fin_cases p <;> fin_cases q <;> simp [modelIntegral, hk]
  have hs : ∀ k, (spinHalf k).trace = 0 := by
    intro k
    fin_cases k <;> simp [spinHalf, Matrix.trace_fin_two]
    norm_num
  refine ⟨hg, ?_, ?_, hs, ?_, ?_⟩
  · intro k p q r t
    by_cases hk : k = 2 <;> fin_cases r <;> fin_cases t <;> simp [modelIntegral, hk]
  · intro k p q r t
    by_cases hk : k = 2 <;> fin_cases p <;> fin_cases q <;> fin_cases r <;> fin_cases t <;>
      simp [modelIntegral, hk]
  · intro k
    refine Matrix.IsHermitian.ext fun i j => ?_
    fin_cases k <;> fin_cases i <;> fin_cases j <;> simp [spinHalf]
  · rw [meanField_spinAveraged hg Matrix.isSymm_one hs]
    simp [effectiveIntegral, modelIntegral, spinHalf, Fin.sum_univ_three, Fin.sum_univ_two]
    ring

end

end AtomicMeanFieldSpinOrbit
```

```lean
#print axioms AtomicMeanFieldSpinOrbit.meanField_spinAveraged
#print axioms AtomicMeanFieldSpinOrbit.meanField_occupations
#print axioms AtomicMeanFieldSpinOrbit.meanField_isHermitian
```

```
'AtomicMeanFieldSpinOrbit.meanField_spinAveraged' depends on axioms: [propext, Classical.choice, Quot.sound]
'AtomicMeanFieldSpinOrbit.meanField_occupations' depends on axioms: [propext, Classical.choice, Quot.sound]
'AtomicMeanFieldSpinOrbit.meanField_isHermitian' depends on axioms: [propext, Classical.choice, Quot.sound]
```

## The operator and its average

For one component, `orderedTerm` is the matrix element of $g^k(1,2)\,(s_1^k+2s_2^k)$. In the Breit–Pauli operator, $g^k(1,2)$ is proportional to the $k$ component of $\mathbf r_{12}\times\mathbf p_1/r_{12}^3$. The term with $s_1$ couples the moving electron's own spin to its orbit (spin-same-orbit), and the term with $s_2$ couples the other electron's spin to that orbit (spin-other-orbit). The relative factor 2 is taken from that operator as part of the definition.

`pairTerm` adds the same expression with the electrons swapped, so it is the interaction of one unordered pair of electrons. `spinOrbitPair` sums over components; call its elements $V(ab,cd)$, with $a,b,c,d$ spin orbitals. For any spin-orbital density $D$, `meanField` is

$$M_{ab}=\sum_{cd}D_{cd}\,[V(ab,cd)-V(ad,cb)],$$

direct minus exchange. The density of interest is `spinAveraged P`, with elements $\tfrac12P_{rt}\,\delta_{\mu\nu}$ between $(r,\mu)$ and $(t,\nu)$. Here $P$ is the orbital density summed over spin, and each spin receives half of it.

The main theorem, `meanField_spinAveraged`, states that

$$M_{(p\sigma),(q\tau)}=\sum_k s^k_{\sigma\tau}F^k_{pq},$$

$$F^k_{pq}=\sum_{rt}P_{rt}\left[g^k(pq,rt)-\tfrac32g^k(pt,rq)-\tfrac32g^k(rq,pt)\right],$$

where $F^k_{pq}$ is `effectiveIntegral`. It has three hypotheses:

- `hg`: $g^k(pq,rt)=-g^k(qp,rt)$. For each fixed position of electron 2, the components of $\mathbf r_{12}\times\mathbf p_1/r_{12}^3$ are Hermitian operators on electron 1, with imaginary matrix elements in real orbitals, so they are antisymmetric in $p,q$. Integrating over electron 2 with the real product of orbitals $r$ and $t$ keeps this sign.
- `hP`: $P$ is symmetric, as a real density matrix is.
- `hs`: each $s^k$ has trace zero, as spin matrices do.

The orbital set `ι` and the component set `κ` are arbitrary finite types. The integrals are given numbers with assumed symmetries; they are not computed from orbitals. The nuclear spin-orbit term and spin-polarised densities are not treated. Nor is the atomic approximation itself, which keeps only one-centre integrals and takes $P$ from an atom: it would enter through the choice of $g$ and $P$.

In a calculation, the one-electron matrix $M$ can stand in for the two-electron spin-orbit operator. That replacement is an approximation: the theorem evaluates $M$ exactly for a given $P$ and does not estimate the error.

## Where the weights 1 and 3/2 come from

Take one component and drop $k$. Write $c=(r,\mu)$ and $d=(t,\nu)$.

**Direct term.** The first ordering gives, after the spin sum,

$$\tfrac12\sum_{\mu\nu}\delta_{\mu\nu}\,(s_{\sigma\tau}\delta_{\mu\nu}+2\delta_{\sigma\tau}s_{\mu\nu})=s_{\sigma\tau}+\delta_{\sigma\tau}\operatorname{tr}s=s_{\sigma\tau},$$

multiplying $g(pq,rt)$. The swapped ordering gives

$$\tfrac12\sum_{\mu\nu}\delta_{\mu\nu}\,(s_{\mu\nu}\delta_{\sigma\tau}+2\delta_{\mu\nu}s_{\sigma\tau})=\tfrac12\delta_{\sigma\tau}\operatorname{tr}s+2s_{\sigma\tau}=2s_{\sigma\tau},$$

multiplying $g(rt,pq)$. This second part vanishes in the orbital sum. Exchanging the names $r$ and $t$ and using both symmetries,

$$\sum_{rt}P_{rt}\,g(rt,pq)=\sum_{rt}P_{tr}\,g(tr,pq)=-\sum_{rt}P_{rt}\,g(rt,pq),$$

so the sum is zero. What remains is $s_{\sigma\tau}\sum_{rt}P_{rt}\,g(pq,rt)$.

**Exchange term.** Now the spin indices of the averaged electron are linked to $\sigma$ and $\tau$. The first ordering gives

$$\tfrac12\sum_{\mu\nu}\delta_{\mu\nu}\,(s_{\sigma\nu}\delta_{\mu\tau}+2\delta_{\sigma\nu}s_{\mu\tau})=\tfrac12(1+2)\,s_{\sigma\tau}=\tfrac32s_{\sigma\tau},$$

multiplying $g(pt,rq)$. The swapped ordering gives

$$\tfrac12\sum_{\mu\nu}\delta_{\mu\nu}\,(s_{\mu\tau}\delta_{\sigma\nu}+2\delta_{\mu\tau}s_{\sigma\nu})=\tfrac12(1+2)\,s_{\sigma\tau}=\tfrac32s_{\sigma\tau},$$

multiplying $g(rq,pt)$. Same-orbit and other-orbit parts therefore both survive in exchange. Subtracting exchange from direct and summing over $k$ gives the formula.

## How the Lean proof follows the calculation

`sum_spinOrbitals` writes each double sum over spin orbitals as an orbital sum of four spin terms. `symm_contract_antisymm` is the relabelling argument: `Finset.sum_comm` exchanges the summations, the symmetries give $S=-S$ for the sum $S$, and `linear_combination` concludes $S=0$.

In `direct_term`, the intermediate equation `key` is the result of the two direct spin sums. Its `linear_combination` step subtracts the right multiple of the trace equation `hs`, and the vanishing orbital sum `hz` then removes the swapped part. In `exchange_term`, the equations `e1` and `e2` are the matrix products $s\cdot1=s$ and $1\cdot s=s$, which collapse the spin sums. This lemma needs none of the three hypotheses.

The main theorem first proves `split`, which separates components and direct from exchange by reordering finite sums. It then applies the two lemmas to each component and combines the orbital sums.

## Occupation numbers and Hermiticity

If $P$ is diagonal with entries $n_c$, only $r=t=c$ contributes, where $c$ now labels an orbital. `meanField_occupations` states the formula for $M$ with

$$F^k_{pq}=\sum_c n_c\left[g^k(pq,cc)-\tfrac32g^k(pc,cq)-\tfrac32g^k(cq,pc)\right].$$

The $n_c$ may be fractional, as in an averaged open shell.

Suppose also that $g^k(pq,rt)=g^k(pq,tr)$, which holds in real orbitals because the operator only multiplies by a function of electron 2's position. Then $g^k(qt,rp)=-g^k(tq,pr)$ and $g^k(rp,qt)=-g^k(pr,tq)$. After $r$ and $t$ are relabelled, the two exchange terms of $F^k_{qp}$ become those of $F^k_{pq}$ in the other order and with opposite sign. The direct term changes sign as well, so $F^k_{qp}=-F^k_{pq}$. This is `effectiveIntegral_antisymm`, whose last step applies these symmetries term by term.

If moreover the integrals are imaginary, $P$ is real and the $s^k$ are Hermitian, then $(F^k_{qp})^*=-F^k_{qp}=F^k_{pq}$, and

$$M_{(q\tau),(p\sigma)}^*=\sum_k(s^k_{\tau\sigma})^*(F^k_{qp})^*=\sum_k s^k_{\sigma\tau}F^k_{pq}=M_{(p\sigma),(q\tau)}.$$

`meanField_isHermitian` follows these lines, with `him` recording that $F^k$ is imaginary.

## One orbital, then two

With a single orbital, antisymmetry forces $g^k(00,00)=0$, and the mean field vanishes. Two orbitals are enough for a non-zero result, as `meanField_witness` shows. Its model has only a $z$ component, $g^z(pq,rt)=i\,\varepsilon_{pq}\,\delta_{rt}$ with $\varepsilon_{01}=-\varepsilon_{10}=1$ and $\varepsilon_{00}=\varepsilon_{11}=0$, and $P$ is the unit matrix. The direct sum is $2i$ and each exchange sum is $i$, so

$$F^z_{01}=2i-\tfrac32i-\tfrac32i=-i.$$

For Lean's spin index 0, spin up, $s^z_{00}=\tfrac12$ and the matrix element is $-i/2$. The direct term alone would give $+i$: in this model, exchange reverses the sign. The theorem also checks that the model integrals and the spin-1/2 matrices satisfy the symmetry conditions used above, by going through the finitely many index values.
